# With translation invariance and normalised weights, space-warped force estimators sum to zero over the nuclei, configuration by configuration

A formal statement about space-warped derivatives must first fix what "the gradient of F" means at a sampled configuration. Here a configuration q = (r, R) lists the positions r_i of finitely many electrons and R_I of finitely many nuclei in a real inner product space V, and a real function F(q) comes together with its differential L at q: the continuous linear map with F(q + d) = F(q) + L(d) + o(|d|) for a displacement d of all particles at once. Every gradient is read off L along an arbitrary direction v in V. Let e_I(v) move nucleus I by v and nothing else, and let e_i(v) do the same for electron i. Then

v·∇_{R_I}F = L(e_I(v)),  v·∇_{r_i}F = L(e_i(v)).

Joint differentiability is assumed, and not merely the existence of partial derivatives, because the argument splits a collective displacement into one-particle displacements.

## The identities

Let w_I(x) be a real weight for nucleus I at the point x of V. The space warp moves nucleus I by a vector u and drags electron i along by w_I(r_i) u. Along v, define the warped derivative and the Jacobian term

D_I F = v·∇_{R_I}F + Σ_i w_I(r_i) v·∇_{r_i}F,

J_I = Σ_i v·∇w_I(r_i).

For a real trial wave function ψ and the Hamiltonian H, let E_L = (Hψ)/ψ be the local energy and U = log|ψ|. With a reference energy E, the force estimator is

f_I = −[ D_I E_L + 2 (E_L − E)(D_I U + J_I/2) ].

Call F translation invariant if F(r + a, R + a) = F(r, R) when the same vector a is added to every position. For invariant F, invariant E_L and U, and differentiable weights with Σ_I w_I(x) = 1 for all x,

Σ_I D_I F = 0,  Σ_I J_I = 0,  Σ_I f_I = 0,

at the configuration q itself, before any averaging.

## Use in a code

In variational Monte Carlo for an isolated molecule, with finitely many particles, no external field, differentiable weights that sum to one and a trial function that depends only on relative positions, Σ_I f_I = 0 makes the total force vanish on every sample at which E_L and U are differentiable, so its statistical noise is zero as well. A code can therefore check its derivative routines on a single walker: a total force above rounding level points to an error in a gradient, in the weights or in their derivatives. The identity makes no reference to the sampled distribution, so it applies to diffusion Monte Carlo walkers whenever an estimator of this form is evaluated on them.

Weights of the form w_I(x) = k(|x − R_I|) / Σ_J k(|x − R_J|), with a positive function k and the nuclei held at the reference geometry, sum to one by construction. If they are truncated without renormalising, step 3 below gives the residual in Σ_I D_I F exactly.

## Derivation

The form of f_I can be motivated as follows. Write the energy at the geometry with R_I displaced by t v, t real, as ∫ψ²E_L / ∫ψ², and use the warped electron positions as integration variables. Each electron contributes the determinant 1 + t v·∇w_I(r_i), whose logarithms sum to t J_I at first order, and differentiating the ratio at t = 0 gives minus the mean of f_I when E is the mean of E_L. This averaging argument is background only; the file adopts J_I and f_I as definitions.

Step 1. With u = t v the warped configuration is q + t d, where d = e_I(v) + Σ_i w_I(r_i) e_i(v). The derivative of F(q + t d) at t = 0 is L(d), and by linearity

L(d) = L(e_I(v)) + Σ_i w_I(r_i) L(e_i(v)) = D_I F.

Step 2. Let d₀ = Σ_I e_I(v) + Σ_i e_i(v) shift every particle by v. Invariance gives F(q + t d₀) = F(q) for all t, so L(d₀) = 0, that is

Σ_I v·∇_{R_I}F + Σ_i v·∇_{r_i}F = 0.

Step 3. Sum D_I F over I, exchange the two sums, and replace the nuclear gradients using step 2:

Σ_I D_I F = −Σ_i v·∇_{r_i}F + Σ_i (Σ_I w_I(r_i)) v·∇_{r_i}F = Σ_i (Σ_I w_I(r_i) − 1) v·∇_{r_i}F.

This holds for arbitrary weights and vanishes when they sum to one at each r_i.

Step 4. For each electron, Σ_I w_I(r_i + t v) = 1 for all t. Its derivative at t = 0 is Σ_I v·∇w_I(r_i) = 0, and summing over i gives Σ_I J_I = 0.

Step 5. The factor 2(E_L − E) does not depend on I, so

Σ_I f_I = −[ Σ_I D_I E_L + 2(E_L − E)(Σ_I D_I U + ½ Σ_I J_I) ] = 0.

Step 6, a converse. Take v ≠ 0, a nucleus I₀ and an electron i, and suppose Σ_I D_I F = 0 for every invariant F differentiable at q. The function F = v·(r_i − R_{I₀}) is invariant and linear, with v·∇_{r_i}F = |v|² and zero gradient for the other electrons. Step 3 gives (Σ_I w_I(r_i) − 1)|v|² = 0, hence Σ_I w_I(r_i) = 1.

The smallest case is one nucleus. Normalisation then reads w = 1 everywhere, the warp is a rigid translation of the whole atom, and the sum in step 5 has one term, so f = 0 on every sample. For two nuclei, labelled 0 and 1, step 5 reads f_1 = −f_0.

## The file

In Lean 4 with Mathlib:

```lean
import Mathlib

open Finset

namespace SpaceWarpForces

noncomputable section

/-- A configuration: positions of the electrons `ι` and of the nuclei `κ`. -/
abbrev Config (V ι κ : Type*) := (ι → V) × (κ → V)

variable {V ι κ : Type*} [NormedAddCommGroup V] [InnerProductSpace ℝ V]
  [Fintype ι] [Fintype κ] [DecidableEq ι] [DecidableEq κ]

/-- `F` is unchanged when all electrons and nuclei are shifted by a common vector. -/
def TranslationInvariant (F : Config V ι κ → ℝ) : Prop :=
  ∀ (q : Config V ι κ) (a : V), F (fun i => q.1 i + a, fun I => q.2 I + a) = F q

/-- Component `v · ∇_{R_I} F`, read from the differential `L` of `F`. -/
def nucDeriv (L : Config V ι κ →L[ℝ] ℝ) (I : κ) (v : V) : ℝ :=
  L (0, (Pi.single I v : κ → V))

/-- Component `v · ∇_{r_i} F`, read from the differential `L` of `F`. -/
def elDeriv (L : Config V ι κ →L[ℝ] ℝ) (i : ι) (v : V) : ℝ :=
  L ((Pi.single i v : ι → V), 0)

/-- Space warp: nucleus `I` moves by `u` and electron `i` by `w_I(r_i) u`. -/
def warp (w : κ → V → ℝ) (q : Config V ι κ) (I : κ) (u : V) : Config V ι κ :=
  (fun i => q.1 i + w I (q.1 i) • u, q.2 + (Pi.single I u : κ → V))

/-- Space-warped derivative `v · (∇_{R_I} F + ∑_i w_I(r_i) ∇_{r_i} F)`. -/
def warpedDeriv (L : Config V ι κ →L[ℝ] ℝ) (w : κ → V → ℝ) (q : Config V ι κ)
    (I : κ) (v : V) : ℝ :=
  nucDeriv L I v + ∑ i, w I (q.1 i) * elDeriv L i v

/-- Jacobian term `v · ∑_i ∇w_I(r_i)`, with `w' I i` the differential of `w_I` at `r_i`. -/
def jacobianTerm (w' : κ → ι → V →L[ℝ] ℝ) (I : κ) (v : V) : ℝ :=
  ∑ i, w' I i v

/-- Force estimator `-[D_I E_L + 2 (E_L - E) (D_I U + J_I / 2)]` along `v`, where `LE` and `LU`
are the differentials of the local energy `E_L` and of `U = log |ψ|`. -/
def forceEstimator (EL : Config V ι κ → ℝ) (E : ℝ) (LE LU : Config V ι κ →L[ℝ] ℝ)
    (w : κ → V → ℝ) (w' : κ → ι → V →L[ℝ] ℝ) (q : Config V ι κ) (I : κ) (v : V) : ℝ :=
  -(warpedDeriv LE w q I v +
    2 * (EL q - E) * (warpedDeriv LU w q I v + jacobianTerm w' I v / 2))

/-- The rate of change of `F` along a straight displacement `d` is its differential on `d`. -/
theorem hasDerivAt_line {X : Type*} [NormedAddCommGroup X] [NormedSpace ℝ X]
    {F : X → ℝ} {L : X →L[ℝ] ℝ} {q : X} (hF : HasFDerivAt F L q) (d : X) :
    HasDerivAt (fun t : ℝ => F (q + t • d)) (L d) 0 :=
  hF.hasLineDerivAt d

/-- The space-warped derivative is the derivative of `F` along the warp of nucleus `I`
by `t v`, at `t = 0`. -/
theorem hasDerivAt_warp {F : Config V ι κ → ℝ} {L : Config V ι κ →L[ℝ] ℝ} {q : Config V ι κ}
    (hF : HasFDerivAt F L q) (w : κ → V → ℝ) (I : κ) (v : V) :
    HasDerivAt (fun t : ℝ => F (warp w q I (t • v))) (warpedDeriv L w q I v) 0 := by
  -- the warp is a straight line in configuration space
  have hline : ∀ t : ℝ, warp w q I (t • v) =
      q + t • ((fun i => w I (q.1 i) • v, (Pi.single I v : κ → V)) : Config V ι κ) := by
    intro t
    refine Prod.ext (funext fun i => ?_) (funext fun J => ?_)
    · simp [warp, smul_smul, mul_comm]
    · by_cases h : J = I <;> simp [warp, h]
  -- split the direction into one-particle displacements
  have hd : ((fun i => w I (q.1 i) • v, (Pi.single I v : κ → V)) : Config V ι κ) =
      (0, (Pi.single I v : κ → V)) +
        ∑ i, w I (q.1 i) • (((Pi.single i v : ι → V), 0) : Config V ι κ) := by
    refine Prod.ext (funext fun j => ?_) ?_
    · simp [Prod.fst_sum, Finset.sum_apply, Pi.single_apply]
    · simp [Prod.snd_sum]
  have h := hasDerivAt_line hF (fun i => w I (q.1 i) • v, (Pi.single I v : κ → V))
  simp only [hline]
  refine h.congr_deriv ?_
  rw [hd, map_add, map_sum]
  simp only [map_smul, smul_eq_mul, warpedDeriv, nucDeriv, elDeriv]

/-- For translation-invariant `F` the nuclear and electronic gradients add up to zero. -/
theorem translation_sum_rule {F : Config V ι κ → ℝ} {L : Config V ι κ →L[ℝ] ℝ}
    {q : Config V ι κ} (hT : TranslationInvariant F) (hF : HasFDerivAt F L q) (v : V) :
    ∑ I, nucDeriv L I v + ∑ i, elDeriv L i v = 0 := by
  have h := hasDerivAt_line hF (fun _ => v, fun _ => v)
  -- F is constant along a rigid translation
  have hc : (fun t : ℝ => F (q + t • ((fun _ => v, fun _ => v) : Config V ι κ))) =
      fun _ => F q := funext fun t => hT q (t • v)
  rw [hc] at h
  have h0 := h.unique (hasDerivAt_const (0 : ℝ) (F q))
  have hd : ((fun _ => v, fun _ => v) : Config V ι κ) =
      ∑ I, ((0, (Pi.single I v : κ → V)) : Config V ι κ) +
        ∑ i, (((Pi.single i v : ι → V), 0) : Config V ι κ) := by
    refine Prod.ext (funext fun j => ?_) (funext fun J => ?_)
    · simp [Prod.fst_sum, Finset.sum_apply, Pi.single_apply]
    · simp [Prod.snd_sum, Finset.sum_apply, Pi.single_apply]
  rw [hd, map_add, map_sum, map_sum] at h0
  exact h0

/-- For translation-invariant `F` and arbitrary weights the warped derivatives sum over nuclei
to `∑_i (∑_I w_I(r_i) - 1) ∇_{r_i} F`. -/
theorem sum_warpedDeriv_defect {F : Config V ι κ → ℝ} {L : Config V ι κ →L[ℝ] ℝ}
    {q : Config V ι κ} (hT : TranslationInvariant F) (hF : HasFDerivAt F L q)
    (w : κ → V → ℝ) (v : V) :
    ∑ I, warpedDeriv L w q I v = ∑ i, (∑ I, w I (q.1 i) - 1) * elDeriv L i v := by
  have h1 := translation_sum_rule hT hF v
  have h2 : ∑ I, ∑ i, w I (q.1 i) * elDeriv L i v = ∑ i, ∑ I, w I (q.1 i) * elDeriv L i v :=
    Finset.sum_comm
  simp only [warpedDeriv, sum_add_distrib, sub_mul, one_mul, sum_sub_distrib, Finset.sum_mul]
  linarith

/-- For translation-invariant `F` and weights summing to one at every electron position,
the space-warped derivatives sum to zero over the nuclei. -/
theorem sum_warpedDeriv {F : Config V ι κ → ℝ} {L : Config V ι κ →L[ℝ] ℝ}
    {q : Config V ι κ} {w : κ → V → ℝ} (hT : TranslationInvariant F) (hF : HasFDerivAt F L q)
    (hsum : ∀ i, ∑ I, w I (q.1 i) = 1) (v : V) :
    ∑ I, warpedDeriv L w q I v = 0 := by
  rw [sum_warpedDeriv_defect hT hF]
  simp [hsum]

omit [DecidableEq ι] [DecidableEq κ] in
/-- For differentiable weights summing to one everywhere, the Jacobian terms sum to zero
over the nuclei. -/
theorem sum_jacobianTerm {w : κ → V → ℝ} {w' : κ → ι → V →L[ℝ] ℝ} {r : ι → V}
    (hw : ∀ I i, HasFDerivAt (w I) (w' I i) (r i)) (hsum : ∀ x, ∑ I, w I x = 1) (v : V) :
    ∑ I, jacobianTerm w' I v = 0 := by
  unfold jacobianTerm
  rw [Finset.sum_comm]
  refine Finset.sum_eq_zero fun i _ => ?_
  -- differentiate the partition of unity at electron i
  have h : HasDerivAt (fun t : ℝ => ∑ I, w I (r i + t • v)) (∑ I, w' I i v) 0 :=
    HasDerivAt.fun_sum fun I _ => hasDerivAt_line (hw I i) v
  simp only [hsum] at h
  exact h.unique (hasDerivAt_const (0 : ℝ) (1 : ℝ))

/-- For translation-invariant `E_L` and `U` and differentiable weights summing to one, the
force estimators sum to zero over the nuclei at a configuration `q` where `E_L` and `U` are
differentiable. -/
theorem sum_forceEstimator {EL U : Config V ι κ → ℝ} {LE LU : Config V ι κ →L[ℝ] ℝ}
    {q : Config V ι κ} {w : κ → V → ℝ} {w' : κ → ι → V →L[ℝ] ℝ}
    (hTE : TranslationInvariant EL) (hE : HasFDerivAt EL LE q)
    (hTU : TranslationInvariant U) (hU : HasFDerivAt U LU q)
    (hw : ∀ I i, HasFDerivAt (w I) (w' I i) (q.1 i)) (hsum : ∀ x, ∑ I, w I x = 1)
    (E : ℝ) (v : V) :
    ∑ I, forceEstimator EL E LE LU w w' q I v = 0 := by
  have h1 := sum_warpedDeriv hTE hE (fun i => hsum _) v
  have h2 := sum_warpedDeriv hTU hU (fun i => hsum _) v
  have h3 := sum_jacobianTerm hw hsum v
  simp only [forceEstimator, sum_neg_distrib, sum_add_distrib, ← Finset.mul_sum,
    ← Finset.sum_div]
  rw [h1, h2, h3]
  simp

/-- With a single nucleus, unit weight, and translation-invariant `E_L` and `U` that are
differentiable at `q`, the force estimator vanishes at that
configuration. -/
theorem forceEstimator_single_nucleus [Unique κ] {EL U : Config V ι κ → ℝ}
    {LE LU : Config V ι κ →L[ℝ] ℝ} {q : Config V ι κ} {w : κ → V → ℝ}
    {w' : κ → ι → V →L[ℝ] ℝ}
    (hTE : TranslationInvariant EL) (hE : HasFDerivAt EL LE q)
    (hTU : TranslationInvariant U) (hU : HasFDerivAt U LU q)
    (hw : ∀ I i, HasFDerivAt (w I) (w' I i) (q.1 i)) (hone : ∀ x, w default x = 1)
    (E : ℝ) (v : V) :
    forceEstimator EL E LE LU w w' q default v = 0 := by
  have h := sum_forceEstimator hTE hE hTU hU hw
    (fun x => by rw [Fintype.sum_subsingleton _ default, hone]) E v
  rwa [Fintype.sum_subsingleton _ default] at h

/-- Converse: with at least one nucleus, if the warped derivatives along some `v ≠ 0` sum to
zero for every translation-invariant `F`, the weights sum to one at each electron position. -/
theorem weights_sum_one_of_sum_rule {q : Config V ι κ} {w : κ → V → ℝ} {v : V} (hv : v ≠ 0)
    (I₀ : κ) (h : ∀ (F : Config V ι κ → ℝ) (L : Config V ι κ →L[ℝ] ℝ),
      TranslationInvariant F → HasFDerivAt F L q → ∑ I, warpedDeriv L w q I v = 0) (i : ι) :
    ∑ I, w I (q.1 i) = 1 := by
  -- test function v · (r_i - R_{I₀})
  obtain ⟨L, hL⟩ : ∃ L : Config V ι κ →L[ℝ] ℝ, ∀ p, L p = inner ℝ v (p.1 i - p.2 I₀) :=
    ⟨(innerSL ℝ v).comp
      ((ContinuousLinearMap.proj (R := ℝ) (φ := fun _ : ι => V) i).comp
          (ContinuousLinearMap.fst ℝ _ _) -
        (ContinuousLinearMap.proj (R := ℝ) (φ := fun _ : κ => V) I₀).comp
          (ContinuousLinearMap.snd ℝ _ _)), fun _ => rfl⟩
  have hT : TranslationInvariant (L : Config V ι κ → ℝ) := by
    intro p a
    simp only [hL, add_sub_add_right_eq_sub]
  have h0 := h L L hT L.hasFDerivAt
  rw [sum_warpedDeriv_defect hT L.hasFDerivAt, Finset.sum_eq_single i] at h0
  · have he : elDeriv L i v = inner ℝ v v := by simp only [elDeriv, hL]; simp
    rw [he] at h0
    have hne : inner ℝ v v ≠ (0 : ℝ) := fun h' => hv (inner_self_eq_zero.mp h')
    exact sub_eq_zero.mp ((mul_eq_zero.mp h0).resolve_right hne)
  · intro j _ hj
    simp [elDeriv, hL, hj.symm]
  · simp

/-- One electron and two nuclei on a line: `F = (r - R₀)(r - R₁)`. -/
def pairProduct (p : Config ℝ (Fin 1) (Fin 2)) : ℝ := (p.1 0 - p.2 0) * (p.1 0 - p.2 1)

/-- Weights `sin² x` and `cos² x` for two nuclei on a line. -/
def trigWeights : Fin 2 → ℝ → ℝ := ![fun x => Real.sin x ^ 2, fun x => Real.cos x ^ 2]

/-- `pairProduct` is translation invariant, differentiable and not constant; `trigWeights`
are differentiable and sum to one. -/
theorem spaceWarp_witness :
    TranslationInvariant pairProduct ∧ Differentiable ℝ pairProduct ∧
      pairProduct (fun _ => 1, 0) ≠ pairProduct 0 ∧
      (∀ I, Differentiable ℝ (trigWeights I)) ∧ ∀ x, ∑ I, trigWeights I x = 1 := by
  refine ⟨fun q a => ?_, ?_, ?_, ?_, fun x => ?_⟩
  · simp only [pairProduct, add_sub_add_right_eq_sub]
  · unfold pairProduct
    fun_prop
  · simp [pairProduct]
  · rw [Fin.forall_fin_two]
    exact ⟨Real.differentiable_sin.pow 2, Real.differentiable_cos.pow 2⟩
  · simp [trigWeights, Fin.sum_univ_two]

end

end SpaceWarpForces
```

```lean
#print axioms SpaceWarpForces.hasDerivAt_warp
-- 'SpaceWarpForces.hasDerivAt_warp' depends on axioms: [propext, Classical.choice, Quot.sound]
#print axioms SpaceWarpForces.sum_forceEstimator
-- 'SpaceWarpForces.sum_forceEstimator' depends on axioms: [propext, Classical.choice, Quot.sound]
#print axioms SpaceWarpForces.forceEstimator_single_nucleus
-- 'SpaceWarpForces.forceEstimator_single_nucleus' depends on axioms: [propext, Classical.choice, Quot.sound]
#print axioms SpaceWarpForces.weights_sum_one_of_sum_rule
-- 'SpaceWarpForces.weights_sum_one_of_sum_rule' depends on axioms: [propext, Classical.choice, Quot.sound]
```

## Reading the statements

`Config V ι κ` is the pair (r, R): `q.1 i` is r_i and `q.2 I` is R_I, for finite index types `ι` and `κ`. The dimension of `V` is unrestricted, and the inner product is used only in the converse. `HasFDerivAt F L q` says that L is the differential of F at q. `Pi.single I v` places v in slot I and zero elsewhere, so `nucDeriv` and `elDeriv` are L(e_I(v)) and L(e_i(v)). `warpedDeriv`, `jacobianTerm` and `forceEstimator` are D_I F, J_I and f_I, with `w' I i` the differential of w_I at r_i. The weights are functions of one point, frozen at the reference geometry.

The normalisation hypotheses differ. `sum_warpedDeriv` asks for Σ_I w_I(r_i) = 1 only at the electron positions and needs no smoothness of w. `sum_jacobianTerm` and `sum_forceEstimator` ask for it at all x, together with differentiability of each w_I at each r_i. `forceEstimator_single_nucleus` takes `[Unique κ]`, exactly one nucleus named `default`. The set of electrons may be empty, in which case D_I F is the bare nuclear gradient and J_I = 0.

## The proof

`hasDerivAt_line` is the chain rule along q + t d. In `hasDerivAt_warp` (step 1), `hline` identifies the warp with that line, `hd` decomposes d, and `map_add`, `map_sum` and `map_smul` are the linearity of L. In `translation_sum_rule` (step 2), `hc` states that F is constant on the line, and `h.unique` equates L(d₀) with the derivative of a constant. `sum_warpedDeriv_defect` (step 3) exchanges the sums by `Finset.sum_comm` and combines the result with step 2 by `linarith`; `sum_warpedDeriv` inserts the normalisation. `sum_jacobianTerm` (step 4) differentiates the sum termwise with `HasDerivAt.fun_sum` and uses uniqueness again. `sum_forceEstimator` (step 5) pulls out the common factor with `Finset.mul_sum` and substitutes the three sums `h1`, `h2`, `h3`; the one-nucleus theorem collapses the sum by `Fintype.sum_subsingleton`. `weights_sum_one_of_sum_rule` (step 6) builds the test function as a continuous linear map, which is its own differential, isolates electron i by `Finset.sum_eq_single`, and divides out `inner ℝ v v`.

`spaceWarp_witness` supplies an example on a line with one electron at r and nuclei at R₀, R₁: F = (r − R₀)(r − R₁) is invariant, differentiable and not constant, and w_0 = sin² x, w_1 = cos² x are differentiable with sum one. Direct differentiation along v = 1 gives J_0 = 2 sin r cos r = −J_1.

## Scope

The theorems treat `EL` and `U` as two unrelated invariant functions and `E` as any real number. No Hamiltonian or wave function appears, and invariance is assumed; an external field generally breaks it (a uniform electric field acting on a neutral system is an exception, since its potential is unchanged by a common shift), as does a trial function with a part pinned to fixed points in space. Differentiability at q excludes nodes of ψ, where U diverges, and Coulomb coalescences at which E_L is singular. Nothing is stated about the mean of f_I, its variance, its bias in diffusion Monte Carlo, terms from reoptimised parameters, torques, or floating-point error. A vanishing total is therefore a necessary check only: errors that cancel between nuclei pass it. The converse concerns D_I alone and ranges over all invariant F, including a test function that singles out one electron, so a zero sum for one particular E_L does not establish that the weights are normalised.

The statement could instead have defined D_I F from Mathlib's `fderiv` of F, without the extra argument L. That operator returns zero where F is not differentiable, so D_I U would take the value zero at a node of ψ, where U itself diverges. Passing L with `HasFDerivAt` leaves such points uncovered by the theorems. The sum rules are written along a direction v and hold for every v, so they cover all components.
